# Boundary derivatives of a finite-level fermionic imaginary-time correlation give its spectral moments

When imaginary-time Monte Carlo data are continued to real frequencies, known moments of the spectrum can be imposed as constraints on the fit. For a fermionic correlation in a system with finitely many levels, the theorems below obtain these moments exactly from the derivatives at the two ends of the imaginary-time interval, or from a static thermal average.

```lean
import Mathlib

open Matrix

namespace FermionImaginaryTimeMoments

noncomputable section

variable {ι : Type*} [Fintype ι] [DecidableEq ι]

/-- The Hamiltonian with real levels `E n`, written in its eigenbasis. -/
def hamiltonian (E : ι → ℝ) : Matrix ι ι ℂ := diagonal fun n => (E n : ℂ)

/-- The imaginary-time propagator `exp(-t H)`. -/
def propagator (E : ι → ℝ) (t : ℝ) : Matrix ι ι ℂ :=
  NormedSpace.exp ((-(t : ℂ)) • hamiltonian E)

/-- The thermal average `Tr[exp(-β H) X] / Z`. -/
def thermal (E : ι → ℝ) (β : ℝ) (X : Matrix ι ι ℂ) : ℂ :=
  trace (propagator E β * X) / trace (propagator E β)

/-- The imaginary-time correlation `Tr[exp(-(β-τ)H) c exp(-τH) c†] / Z`. -/
def green (E : ι → ℝ) (c : Matrix ι ι ℂ) (β τ : ℝ) : ℂ :=
  trace (propagator E (β - τ) * c * propagator E τ * cᴴ) / trace (propagator E β)

/-- The Gibbs weight of level `n`. -/
def gibbs (E : ι → ℝ) (β : ℝ) (n : ι) : ℝ :=
  Real.exp (-β * E n) / ∑ m, Real.exp (-β * E m)

/-- The transition energy `E m - E n`. -/
def gap (E : ι → ℝ) (n m : ι) : ℝ := E m - E n

/-- The spectral weight `(p_n + p_m) |c_nm|²` of a transition. -/
def weight (E : ι → ℝ) (c : Matrix ι ι ℂ) (β : ℝ) (n m : ι) : ℝ :=
  (gibbs E β n + gibbs E β m) * ‖c n m‖ ^ 2

/-- The `k`-th moment of the spectral weights in the transition energy. -/
def moment (E : ι → ℝ) (c : Matrix ι ι ℂ) (β : ℝ) (k : ℕ) : ℝ :=
  ∑ n, ∑ m, weight E c β n m * gap E n m ^ k

/-- The `k`-fold commutator `[...[[c, H], H]..., H]`. -/
def nested (E : ι → ℝ) (c : Matrix ι ι ℂ) : ℕ → Matrix ι ι ℂ
  | 0 => c
  | k + 1 => nested E c k * hamiltonian E - hamiltonian E * nested E c k

/-- The propagator is diagonal, with the Boltzmann factors `exp(-t E n)` as entries. -/
theorem propagator_eq (E : ι → ℝ) (t : ℝ) :
    propagator E t = diagonal fun n => ((Real.exp (-t * E n) : ℝ) : ℂ) := by
  have h : (-(t : ℂ)) • hamiltonian E = diagonal fun n => ((-t * E n : ℝ) : ℂ) := by
    ext i j
    by_cases hij : i = j
    · subst hij
      simp [hamiltonian]
    · simp [hamiltonian, hij]
  rw [propagator, h, Matrix.exp_diagonal]
  congr 1
  funext n
  first
    | rw [Pi.exp_apply, ← Complex.exp_eq_exp_ℂ, Complex.ofReal_exp]
    | rw [Pi.coe_exp, ← Complex.exp_eq_exp_ℂ, Complex.ofReal_exp]

/-- The partition function is the sum of the Boltzmann factors. -/
theorem trace_propagator (E : ι → ℝ) (β : ℝ) :
    trace (propagator E β) = ((∑ n, Real.exp (-β * E n) : ℝ) : ℂ) := by
  rw [propagator_eq, Matrix.trace_diagonal, Complex.ofReal_sum]

/-- Spectral representation: the correlation is a sum over transitions of the spectral
weight times the fermionic kernel `exp(-τw) / (1 + exp(-βw))`. -/
theorem green_spectral (E : ι → ℝ) (c : Matrix ι ι ℂ) (β τ : ℝ) :
    green E c β τ = ((∑ n, ∑ m, weight E c β n m *
      (Real.exp (-τ * gap E n m) / (1 + Real.exp (-β * gap E n m))) : ℝ) : ℂ) := by
  -- the trace as a double sum over levels
  have num : trace (propagator E (β - τ) * c * propagator E τ * cᴴ) =
      ((∑ n, ∑ m, Real.exp (-(β - τ) * E n) * Real.exp (-τ * E m) * ‖c n m‖ ^ 2 : ℝ) : ℂ) := by
    rw [propagator_eq, propagator_eq]
    simp only [Matrix.trace, Matrix.diag_apply, Complex.ofReal_sum]
    refine Finset.sum_congr rfl fun n _ => ?_
    rw [Matrix.mul_apply]
    refine Finset.sum_congr rfl fun m _ => ?_
    have h : c n m * star (c n m) = ((‖c n m‖ ^ 2 : ℝ) : ℂ) := by
      rw [Complex.star_def, Complex.mul_conj, Complex.normSq_eq_norm_sq]
    rw [Matrix.mul_diagonal, Matrix.diagonal_mul, Matrix.conjTranspose_apply,
      Complex.ofReal_mul, Complex.ofReal_mul, ← h]
    ring
  have aux : ∀ a x y N Z : ℝ, 1 + x ≠ 0 →
      a * y * N / Z = (a / Z + a * x / Z) * N * (y / (1 + x)) := by
    intro a x y N Z hx
    have h : (a / Z + a * x / Z) * N * (y / (1 + x)) =
        a * y * N / Z * ((1 + x) / (1 + x)) := by ring
    rw [h, div_self hx, mul_one]
  rw [green, num, trace_propagator, ← Complex.ofReal_div]
  congr 1
  rw [Finset.sum_div]
  refine Finset.sum_congr rfl fun n _ => ?_
  rw [Finset.sum_div]
  refine Finset.sum_congr rfl fun m _ => ?_
  -- detailed balance between the two levels
  have h1 : Real.exp (-β * E m) = Real.exp (-β * E n) * Real.exp (-β * gap E n m) := by
    rw [← Real.exp_add]
    congr 1
    unfold gap
    ring
  have h2 : Real.exp (-(β - τ) * E n) * Real.exp (-τ * E m) =
      Real.exp (-β * E n) * Real.exp (-τ * gap E n m) := by
    rw [← Real.exp_add, ← Real.exp_add]
    congr 1
    unfold gap
    ring
  rw [weight, gibbs, gibbs, h1, h2]
  exact aux _ _ _ _ _ (by positivity)

/-- Each imaginary-time derivative multiplies every transition by `-w`. -/
theorem iteratedDeriv_green (E : ι → ℝ) (c : Matrix ι ι ℂ) (β : ℝ) (k : ℕ) (τ : ℝ) :
    iteratedDeriv k (green E c β) τ = ((∑ n, ∑ m, weight E c β n m * (-gap E n m) ^ k *
      (Real.exp (-τ * gap E n m) / (1 + Real.exp (-β * gap E n m))) : ℝ) : ℂ) := by
  induction k generalizing τ with
  | zero =>
    rw [iteratedDeriv_zero, green_spectral]
    simp only [pow_zero, mul_one]
  | succ k ih =>
    rw [iteratedDeriv_succ, funext ih]
    apply HasDerivAt.deriv
    apply HasDerivAt.ofReal_comp
    refine HasDerivAt.fun_sum fun n _ => HasDerivAt.fun_sum fun m _ => ?_
    have h : HasDerivAt (fun t : ℝ => Real.exp (-t * gap E n m))
        (Real.exp (-τ * gap E n m) * (-1 * gap E n m)) τ :=
      ((hasDerivAt_neg τ).mul_const (gap E n m)).exp
    exact ((h.div_const _).const_mul _).congr_deriv (by ring)

/-- Moment sum rule: the `k`-th derivatives of the correlation at the two ends of the
imaginary-time interval add up, with sign `(-1)^k`, to the `k`-th spectral moment. -/
theorem boundary_derivatives_eq_moment (E : ι → ℝ) (c : Matrix ι ι ℂ) (β : ℝ) (k : ℕ) :
    (-1) ^ k * (iteratedDeriv k (green E c β) 0 + iteratedDeriv k (green E c β) β) =
      (moment E c β k : ℂ) := by
  have hc : ((-1 : ℂ)) ^ k = (((-1 : ℝ) ^ k : ℝ) : ℂ) := by simp
  rw [iteratedDeriv_green, iteratedDeriv_green, hc, ← Complex.ofReal_add, ← Complex.ofReal_mul]
  congr 1
  rw [moment, ← Finset.sum_add_distrib, Finset.mul_sum]
  refine Finset.sum_congr rfl fun n _ => ?_
  rw [← Finset.sum_add_distrib, Finset.mul_sum]
  refine Finset.sum_congr rfl fun m _ => ?_
  have h0 : Real.exp (-0 * gap E n m) = 1 := by simp
  have hk : (-1 : ℝ) ^ k * (-gap E n m) ^ k = gap E n m ^ k := by
    rw [← mul_pow, neg_one_mul, neg_neg]
  -- the two boundary kernels add up to one
  have hs : 1 / (1 + Real.exp (-β * gap E n m)) +
      Real.exp (-β * gap E n m) / (1 + Real.exp (-β * gap E n m)) = 1 := by
    rw [← add_div, div_self (by positivity)]
  rw [h0]
  calc _ = weight E c β n m * ((-1 : ℝ) ^ k * (-gap E n m) ^ k) *
        (1 / (1 + Real.exp (-β * gap E n m)) +
          Real.exp (-β * gap E n m) / (1 + Real.exp (-β * gap E n m))) := by ring
    _ = _ := by rw [hk, hs, mul_one]

/-- Commuting `k` times with the Hamiltonian multiplies `c_nm` by `(E m - E n)^k`. -/
theorem nested_apply (E : ι → ℝ) (c : Matrix ι ι ℂ) (k : ℕ) (n m : ι) :
    nested E c k n m = ((gap E n m ^ k : ℝ) : ℂ) * c n m := by
  induction k with
  | zero => simp [nested]
  | succ k ih =>
    rw [nested, Matrix.sub_apply, hamiltonian, Matrix.mul_diagonal, Matrix.diagonal_mul, ih]
    simp only [gap]
    push_cast
    ring

/-- The `k`-th spectral moment is the thermal average of the anticommutator of the `k`-fold
commutator `[...[c, H]..., H]` with `c†`. -/
theorem moment_eq_thermal (E : ι → ℝ) (c : Matrix ι ι ℂ) (β : ℝ) (k : ℕ) :
    (moment E c β k : ℂ) = thermal E β (nested E c k * cᴴ + cᴴ * nested E c k) := by
  have hn : ∀ n m, c n m * star (c n m) = ((‖c n m‖ ^ 2 : ℝ) : ℂ) := fun n m => by
    rw [Complex.star_def, Complex.mul_conj, Complex.normSq_eq_norm_sq]
  have h1 : trace (propagator E β * (nested E c k * cᴴ)) =
      ((∑ n, ∑ m, Real.exp (-β * E n) * (gap E n m ^ k * ‖c n m‖ ^ 2) : ℝ) : ℂ) := by
    rw [propagator_eq]
    simp only [Matrix.trace, Matrix.diag_apply, Complex.ofReal_sum]
    refine Finset.sum_congr rfl fun n _ => ?_
    rw [Matrix.diagonal_mul, Matrix.mul_apply, Finset.mul_sum]
    refine Finset.sum_congr rfl fun m _ => ?_
    rw [nested_apply, Matrix.conjTranspose_apply, Complex.ofReal_mul, Complex.ofReal_mul, ← hn]
    ring
  have h2 : trace (propagator E β * (cᴴ * nested E c k)) =
      ((∑ n, ∑ m, Real.exp (-β * E m) * (gap E n m ^ k * ‖c n m‖ ^ 2) : ℝ) : ℂ) := by
    rw [propagator_eq, Finset.sum_comm]
    simp only [Matrix.trace, Matrix.diag_apply, Complex.ofReal_sum]
    refine Finset.sum_congr rfl fun m _ => ?_
    rw [Matrix.diagonal_mul, Matrix.mul_apply, Finset.mul_sum]
    refine Finset.sum_congr rfl fun n _ => ?_
    rw [nested_apply, Matrix.conjTranspose_apply, Complex.ofReal_mul, Complex.ofReal_mul, ← hn]
    ring
  rw [thermal, mul_add, Matrix.trace_add, h1, h2, trace_propagator, ← Complex.ofReal_add,
    ← Complex.ofReal_div]
  congr 1
  rw [moment, ← Finset.sum_add_distrib, Finset.sum_div]
  refine Finset.sum_congr rfl fun n _ => ?_
  rw [← Finset.sum_add_distrib, Finset.sum_div]
  refine Finset.sum_congr rfl fun m _ => ?_
  rw [weight, gibbs, gibbs]
  ring

/-- For an operator with `c c† + c† c = 1` the spectral weights sum to one. -/
theorem sum_weight_eq_one [Nonempty ι] (E : ι → ℝ) (c : Matrix ι ι ℂ) (β : ℝ)
    (hc : c * cᴴ + cᴴ * c = 1) : ∑ n, ∑ m, weight E c β n m = 1 := by
  have hZ : trace (propagator E β) ≠ 0 := by
    rw [trace_propagator, Complex.ofReal_ne_zero]
    exact (Finset.sum_pos (fun n _ => Real.exp_pos _) Finset.univ_nonempty).ne'
  have h := moment_eq_thermal E c β 0
  rw [nested, hc, thermal, mul_one, div_self hZ] at h
  have h' : moment E c β 0 = 1 := by exact_mod_cast h
  simpa only [moment, pow_zero, mul_one] using h'

/-- The annihilation matrix of a single fermionic mode, taking level 1 to level 0. -/
def annihilator : Matrix (Fin 2) (Fin 2) ℂ := !![0, 1; 0, 0]

/-- The single-mode annihilation matrix satisfies `c c† + c† c = 1`. -/
theorem anticommutation_witness :
    annihilator * annihilatorᴴ + annihilatorᴴ * annihilator = 1 := by
  ext i j
  -- expand the products entrywise before inserting the explicit matrix
  simp only [Matrix.add_apply, Matrix.mul_apply, Matrix.conjTranspose_apply, Fin.sum_univ_two]
  fin_cases i <;> fin_cases j <;> simp [annihilator]

/-- For a single mode the `k`-th spectral moment is the `k`-th power of the signed energy difference
`E 1 - E 0`, at every temperature. -/
theorem single_mode_moment (E : Fin 2 → ℝ) (β : ℝ) (k : ℕ) :
    moment E annihilator β k = (E 1 - E 0) ^ k := by
  have hg : gibbs E β 0 + gibbs E β 1 = 1 := by
    rw [gibbs, gibbs, Fin.sum_univ_two, ← add_div, div_self (by positivity)]
  simp [moment, weight, annihilator, Fin.sum_univ_two, gap, hg]

end

end FermionImaginaryTimeMoments
```

```lean
#print axioms FermionImaginaryTimeMoments.boundary_derivatives_eq_moment
#print axioms FermionImaginaryTimeMoments.sum_weight_eq_one
#print axioms FermionImaginaryTimeMoments.single_mode_moment
```

```
'FermionImaginaryTimeMoments.boundary_derivatives_eq_moment' depends on axioms: [propext, Classical.choice, Quot.sound]
'FermionImaginaryTimeMoments.sum_weight_eq_one' depends on axioms: [propext, Classical.choice, Quot.sound]
'FermionImaginaryTimeMoments.single_mode_moment' depends on axioms: [propext, Classical.choice, Quot.sound]
```

## Levels, operator and weights

The finite type `ι` labels the energy eigenstates, and `E` gives their real energies $E_n$. These may be many-body levels, with a chemical-potential term already included. `hamiltonian E` is $H=\mathrm{diag}(E_n)$, `propagator E t` is the matrix exponential $e^{-tH}$, and `cᴴ` is $c^\dagger$. With $\hbar=1$, inverse temperature $\beta$ and $Z=\mathrm{Tr}\,e^{-\beta H}$, `green` is

$$G(\tau)=\frac{1}{Z}\mathrm{Tr}\left[e^{-(\beta-\tau)H}\,c\,e^{-\tau H}c^\dagger\right].$$

This convention has no overall minus sign. The Gibbs weights are $p_n=e^{-\beta E_n}/Z$. The entry $c_{nm}$ connects level $m$ to level $n$, with `gap` $w_{nm}=E_m-E_n$ and `weight` $A_{nm}=(p_n+p_m)|c_{nm}|^2$.

The matrix $c$ is arbitrary except in `sum_weight_eq_one`, which assumes $cc^\dagger+c^\dagger c=1$, the equal-time anticommutation relation of a normalised fermionic mode. The condition $c^2=0$ is not assumed. The identities hold for all real $\beta$ and $\tau$; the thermal reading has $\beta>0$ and $0\le\tau\le\beta$. Infinite-dimensional spaces, continuous spectra, statistical noise and time-step errors are not covered.

## From the trace to the fermionic kernel

Since $H$ is diagonal, so is its exponential (`propagator_eq`), and the trace becomes

$$G(\tau)=\frac{1}{Z}\sum_{n,m}e^{-(\beta-\tau)E_n}e^{-\tau E_m}|c_{nm}|^2
=\sum_{n,m}p_n e^{-\tau w_{nm}}|c_{nm}|^2.$$

Detailed balance, $p_m=p_ne^{-\beta w_{nm}}$, gives $p_n+p_m=p_n(1+e^{-\beta w_{nm}})$. Solving for $p_n$ yields `green_spectral`:

$$G(\tau)=\sum_{n,m}A_{nm}\frac{e^{-\tau w_{nm}}}{1+e^{-\beta w_{nm}}}.$$

In the Lean proof, `num` is the double sum, `h1` is detailed balance, `h2` combines the exponentials, and `aux` does the division by the positive factor $1+e^{-\beta w_{nm}}$.

## Why the two ends add up to a moment

Each $\tau$-derivative brings down a factor $-w_{nm}$, so

$$G^{(k)}(\tau)=\sum_{n,m}A_{nm}(-w_{nm})^k\frac{e^{-\tau w_{nm}}}{1+e^{-\beta w_{nm}}}.$$

This is `iteratedDeriv_green`, proved by induction on $k$ with the chain rule applied term by term. At $\tau=0$ and $\tau=\beta$ the kernels are $1/(1+e^{-\beta w_{nm}})$ and $e^{-\beta w_{nm}}/(1+e^{-\beta w_{nm}})$, which add to one. Since $(-1)^k(-w_{nm})^k=w_{nm}^k$,

$$(-1)^k\left[G^{(k)}(0)+G^{(k)}(\beta)\right]=\sum_{n,m}A_{nm}w_{nm}^k.$$

This is `boundary_derivatives_eq_moment`, where `hs` adds the kernels and `hk` cancels the signs. The derivatives are those of the smooth function defined by the trace formula for all real $\tau$, not of an antiperiodic extension that may jump at the ends.

## The same moments from a static average

Let $C_0=c$ and $C_{k+1}=C_kH-HC_k$; this is `nested`. Because $H$ is diagonal,

$$(C_{k+1})_{nm}=(E_m-E_n)(C_k)_{nm},$$

and induction gives $(C_k)_{nm}=w_{nm}^kc_{nm}$ (`nested_apply`). With $\langle X\rangle=\mathrm{Tr}[e^{-\beta H}X]/Z$, the two orderings contribute

$$\langle C_kc^\dagger\rangle=\sum_{n,m}p_nw_{nm}^k|c_{nm}|^2,\qquad
\langle c^\dagger C_k\rangle=\sum_{n,m}p_mw_{nm}^k|c_{nm}|^2.$$

Their sum is the $k$-th moment. In `moment_eq_thermal`, `h1` and `h2` are these two traces before division by $Z$. The moments therefore require no numerical differentiation of $G$ if the static averages are available.

For $k=0$ the operator being averaged is $cc^\dagger+c^\dagger c$. If it equals the identity, its average is $Z/Z=1$, so $\sum_{n,m}A_{nm}=1$. The `Nonempty` hypothesis supplies at least one level and hence $Z>0$.

## A single mode

The matrix `annihilator` takes level 1 to level 0, and `anticommutation_witness` checks the anticommutation relation entry by entry. Its only nonzero entry is $c_{01}=1$, with weight $p_0+p_1=1$ and gap $E_1-E_0$. Every moment is therefore $(E_1-E_0)^k$, independent of temperature, as `single_mode_moment` states.
